# The $m=0$ block of a $^3P$ term with a linear Zeeman coupling has three simple eigenvalues at every nonzero field

To extract zero-field fine-structure intervals of the helium $^3P$ levels from transitions observed in a magnetic field, one can diagonalise the fine-structure plus Zeeman matrix for trial energies, one block of fixed projection $m$ at a time, sort the eigenvalues of each block, and assign them to the observed levels. Where two eigenvalues of one block coincide, their order does not tell the corresponding states apart. For the three states with total projection $m=0$, in a model that keeps one isolated $^3P$ term and the Zeeman coupling linear in the field, they never do: for arbitrary real zero-field energies and any nonzero field strength the three eigenvalues are distinct.

```lean
import Mathlib

open Matrix

namespace TripletPZeeman

noncomputable section
```

## Product states and coupled states

The term has orbital angular momentum $L=1$ and spin $S=1$, with $\hbar=1$. The field conserves $m=m_L+m_S$, and $m=0$ is reached by three product states $(m_L,m_S)=(1,-1),(0,0),(-1,1)$, numbered $0,1,2$. A state is a real vector in $\mathbb R^3$, in Lean a function `Fin 3 → ℝ`, and `mL`, `mS` list the projections in that order.

```lean
/-- Orbital projections `mL` of the three `m = 0` product states. -/
def mL : Fin 3 → ℝ := ![1, 0, -1]

/-- Spin projections `mS` of the three `m = 0` product states. -/
def mS : Fin 3 → ℝ := ![-1, 0, 1]
```

The states of total angular momentum $J=0,1,2$ are
$$v_0=(1,-1,1),\qquad v_1=(1,0,-1),\qquad v_2=(1,2,1).$$
They are mutually orthogonal with squared lengths $3,2,6$, so the normalised states are $e_0=v_0/\sqrt3$, $e_1=v_1/\sqrt2$, $e_2=v_2/\sqrt6$. The code keeps the unnormalised vectors: `coupled J` is $v_J$.

```lean
/-- Unnormalised coupled states `J = 0, 1, 2` in the product basis. -/
def coupled : Fin 3 → Fin 3 → ℝ := ![![1, -1, 1], ![1, 0, -1], ![1, 2, 1]]
```

The labels are tested against $\mathbf J^2=\mathbf L^2+\mathbf S^2+2L_zS_z+L_+S_-+L_-S_+$. Its diagonal elements are $2+2+2m_Lm_S=2,4,2$. Each ladder operator between neighbouring states of angular momentum one contributes $\sqrt2$, with the usual positive phases, so neighbouring product states are connected by $\sqrt2\cdot\sqrt2=2$. The matrix `jsq` is entered with these numbers; it is not built from ladder operators inside the file.

```lean
/-- Matrix of `J² = L² + S² + 2 Lz Sz + L₊S₋ + L₋S₊` in the `m = 0` product basis. -/
def jsq : Matrix (Fin 3) (Fin 3) ℝ := !![2, 2, 0; 2, 4, 2; 0, 2, 2]
```

The projector on state $J$ is $P_J=v_Jv_J^{\mathsf T}/(v_J\cdot v_J)=e_Je_J^{\mathsf T}$, where `vecMulVec` is the outer product and `⬝ᵥ` the scalar product.

```lean
/-- Projector `|v⟩⟨v| / ⟨v|v⟩` on the coupled state `J`. -/
def proj (J : Fin 3) : Matrix (Fin 3) (Fin 3) ℝ :=
  (1 / (coupled J ⬝ᵥ coupled J)) • vecMulVec (coupled J) (coupled J)
```

## The Hamiltonian and its cubic

The linear Zeeman operator is $b\,Z$ with $Z=L_z+2S_z=\operatorname{diag}(-1,0,1)$ and $b=\mu_BB$, the Bohr magneton times the field. The factors $1$ and $2$ are the orbital and spin $g$-factors without relativistic, recoil or radiative corrections. Since $m_L=-m_S$ in this block, other values $g_L,g_S$ would give $(g_S-g_L)\operatorname{diag}(-1,0,1)$ and only multiply $b$ by $g_S-g_L$, which keeps a nonzero coupling nonzero as long as $g_S\neq g_L$.

```lean
/-- The Zeeman operator `Lz + 2 Sz`. -/
def zeeman : Matrix (Fin 3) (Fin 3) ℝ := diagonal fun i => mL i + 2 * mS i
```

The Hamiltonian is
$$H=\sum_{J=0}^{2}E_JP_J+bZ .$$
The three real numbers $E_J$, written `E J`, stand for the zero-field energies of the three levels, which in helium are split mainly by the spin-orbit, spin-other-orbit and spin-spin parts of the Breit interaction. They are free parameters: nothing here computes them, and no ordering among them is assumed. The model omits relativistic corrections to the Zeeman operator, the diamagnetic term, mixing with other terms such as $^1P$, and hyperfine structure.

```lean
/-- Fine-structure levels `E J` plus the Zeeman term of strength `b`. -/
def hamiltonian (E : Fin 3 → ℝ) (b : ℝ) : Matrix (Fin 3) (Fin 3) ℝ :=
  ∑ J, E J • proj J + b • zeeman
```

The candidate for the secular determinant, as a function of a real energy $x$, is
$$p(x)=(x-E_0)(x-E_1)(x-E_2)-\tfrac{b^2}{3}\bigl[2(x-E_2)+(x-E_0)\bigr].$$

```lean
/-- The secular cubic. -/
def secular (E : Fin 3 → ℝ) (b x : ℝ) : ℝ :=
  (x - E 0) * (x - E 1) * (x - E 2) - b ^ 2 * (2 * (x - E 2) + (x - E 0)) / 3
```

## Checking the coupled basis

Multiplying out, $\mathbf J^2v_0=(0,0,0)$, $\mathbf J^2v_1=(2,0,-2)=2v_1$ and $\mathbf J^2v_2=(6,12,6)=6v_2$, which are the values $J(J+1)$. The proof compares components one at a time; `*ᵥ` is the matrix-vector product.

```lean
/-- The coupled states are eigenvectors of `J²` with eigenvalues `0, 2, 6`. -/
theorem jsq_coupled : jsq *ᵥ coupled 0 = 0 ∧ jsq *ᵥ coupled 1 = (2 : ℝ) • coupled 1 ∧
    jsq *ᵥ coupled 2 = (6 : ℝ) • coupled 2 := by
  refine ⟨?_, ?_, ?_⟩ <;> ext i <;> fin_cases i <;>
    simp [jsq, coupled, mulVec, dotProduct, Fin.sum_univ_three] <;> norm_num
```

The outer products divided by $3,2,6$ give the projectors entry by entry.

```lean
/-- Explicit matrices of the three projectors. -/
theorem proj_eq :
    proj 0 = !![1/3, -1/3, 1/3; -1/3, 1/3, -1/3; 1/3, -1/3, 1/3] ∧
    proj 1 = !![1/2, 0, -1/2; 0, 0, 0; -1/2, 0, 1/2] ∧
    proj 2 = !![1/6, 1/3, 1/6; 1/3, 2/3, 1/3; 1/6, 1/3, 1/6] := by
  refine ⟨?_, ?_, ?_⟩ <;> ext i j <;> fin_cases i <;> fin_cases j <;>
    simp [proj, coupled, dotProduct, Fin.sum_univ_three] <;> norm_num
```

Adding them gives $\tfrac13+\tfrac12+\tfrac16=1$ in the outer diagonal entries, $\tfrac13+0+\tfrac23=1$ in the centre and zero off the diagonal, so the three coupled states span the block.

```lean
/-- The three projectors sum to the identity. -/
theorem sum_proj : ∑ J, proj J = 1 := by
  obtain ⟨h0, h1, h2⟩ := proj_eq
  rw [Fin.sum_univ_three, h0, h1, h2]
  ext i j
  fin_cases i <;> fin_cases j <;> simp <;> norm_num
```

Weighting the projectors with $E_J$ and adding $bZ$ gives, with $A=\tfrac{E_0}3+\tfrac{E_1}2+\tfrac{E_2}6$, $C=\tfrac{E_0}3-\tfrac{E_1}2+\tfrac{E_2}6$, $D=\tfrac{E_2-E_0}3$ and $M=\tfrac{E_0+2E_2}3$,
$$H=\begin{pmatrix}A-b&D&C\\ D&M&D\\ C&D&A+b\end{pmatrix}.$$

```lean
/-- Explicit matrix of the Hamiltonian in the product basis. -/
theorem hamiltonian_eq (E : Fin 3 → ℝ) (b : ℝ) : hamiltonian E b =
    !![E 0 / 3 + E 1 / 2 + E 2 / 6 - b, (E 2 - E 0) / 3, E 0 / 3 - E 1 / 2 + E 2 / 6;
       (E 2 - E 0) / 3, E 0 / 3 + 2 * E 2 / 3, (E 2 - E 0) / 3;
       E 0 / 3 - E 1 / 2 + E 2 / 6, (E 2 - E 0) / 3, E 0 / 3 + E 1 / 2 + E 2 / 6 + b] := by
  obtain ⟨h0, h1, h2⟩ := proj_eq
  rw [hamiltonian, Fin.sum_univ_three, h0, h1, h2]
  ext i j
  fin_cases i <;> fin_cases j <;> simp [zeeman, mL, mS] <;> ring
```

At $b=0$ orthogonality gives $P_Kv_J=\delta_{KJ}v_J$, hence $Hv_J=E_Jv_J$. Lean verifies this from the explicit matrix for each $J$. This theorem, `jsq_coupled` and `sum_proj` justify reading $E_J$ as the energy of the level $J$; the later proofs do not use them.

```lean
/-- At zero field the coupled state `J` is an eigenvector with energy `E J`. -/
theorem zero_field (E : Fin 3 → ℝ) (J : Fin 3) :
    hamiltonian E 0 *ᵥ coupled J = E J • coupled J := by
  have hJ : ∀ K : Fin 3, K = 0 ∨ K = 1 ∨ K = 2 := by decide
  rw [hamiltonian_eq]
  rcases hJ J with rfl | rfl | rfl <;> ext i <;> fin_cases i <;>
    simp [coupled, mulVec, dotProduct, Fin.sum_univ_three] <;> ring
```

## The secular determinant

The determinant is easiest in the orthonormal basis $e_J$, where the fine-structure part is diagonal. One has $Zv_0=Zv_2=(-1,0,1)=-v_1$ and $Zv_1=(-1,0,-1)$. Hence all diagonal elements of $Z$ vanish, $e_0\cdot Ze_2=0$, and
$$e_1\cdot Ze_0=\frac{-2}{\sqrt2\sqrt3}=-\sqrt{\tfrac23},\qquad e_1\cdot Ze_2=\frac{-2}{\sqrt2\sqrt6}=-\sqrt{\tfrac13}.$$
With $u=x-E_0$, $v=x-E_1$, $w=x-E_2$,
$$\det(x-H)=\begin{vmatrix}u&b\sqrt{2/3}&0\\ b\sqrt{2/3}&v&b\sqrt{1/3}\\ 0&b\sqrt{1/3}&w\end{vmatrix}=uvw-\tfrac23b^2w-\tfrac13b^2u=p(x).$$
Lean reaches the same identity without square roots. It stays in the product basis, inserts the explicit matrix, expands with `det_fin_three` into six products, and lets `ring` confirm the polynomial identity in $x$, $b$ and the $E_J$. The theorem holds for all real values, $b=0$ included, and shows that the spectrum depends on the field only through $b^2$.

```lean
/-- The secular determinant `det (x - H)` equals the secular cubic. -/
theorem det_eq_secular (E : Fin 3 → ℝ) (b x : ℝ) :
    (x • (1 : Matrix (Fin 3) (Fin 3) ℝ) - hamiltonian E b).det = secular E b x := by
  rw [hamiltonian_eq, det_fin_three]
  simp [secular, one_apply]
  ring
```

## Sign of the cubic far from the levels

Splitting $uvw=\tfrac23uvw+\tfrac13uvw$ gives
$$p=\tfrac{2w}{3}\,(uv-b^2)+\tfrac u3\,(vw-b^2).$$
If $u,v,w>|b|$, then $uv>b^2$ and $vw>b^2$, so both terms are positive and $p>0$. The expression changes sign when $u,v,w$ all do, so $p<0$ when $-u,-v,-w>|b|$. In the proof `key` is the first statement for arbitrary $u,v,w$; `h1` and `h2` are the two product inequalities, and the products $w(uv-b^2)$ and $u(vw-b^2)$ are handed to `nlinarith`. The second half applies `key` to the numbers $E_J-x$.

```lean
/-- The secular cubic is positive more than `|b|` above all levels and negative more than
`|b|` below all levels. -/
theorem secular_sign (E : Fin 3 → ℝ) (b x : ℝ) :
    ((∀ J, |b| < x - E J) → 0 < secular E b x) ∧
    ((∀ J, |b| < E J - x) → secular E b x < 0) := by
  have key : ∀ u v w : ℝ, |b| < u → |b| < v → |b| < w →
      0 < u * v * w - b ^ 2 * (2 * w + u) / 3 := by
    intro u v w hu hv hw
    have h0 := abs_nonneg b
    have h1 := mul_lt_mul'' hu hv h0 h0
    have h2 := mul_lt_mul'' hv hw h0 h0
    rw [abs_mul_abs_self] at h1 h2
    -- the cubic is (2w/3)(uv - b²) + (u/3)(vw - b²)
    nlinarith [mul_pos (h0.trans_lt hw) (sub_pos.2 h1), mul_pos (h0.trans_lt hu) (sub_pos.2 h2)]
  refine ⟨fun h => key _ _ _ (h 0) (h 1) (h 2), fun h => ?_⟩
  have := key _ _ _ (h 0) (h 1) (h 2)
  unfold secular
  nlinarith [this]
```

## Three distinct roots fix a monic cubic

Let $f(x)=x^3-sx^2+tx-r$ vanish at $a<b<c$; in this lemma alone, $b$ is a root and not the field. Dividing $f(a)-f(b)=0$ by $a-b$ and $f(a)-f(c)=0$ by $a-c$ gives
$$a^2+ab+b^2-s(a+b)+t=0,\qquad a^2+ac+c^2-s(a+c)+t=0,$$
which are `k1` and `k2`. Their difference is $(b-c)(a+b+c-s)=0$, so $s=a+b+c$. Substituting in the first equation yields $t=ab+ac+bc$, and $f(a)=0$ then yields $r=abc$. These are the coefficients of $(x-a)(x-b)(x-c)$. Each division is a use of `mul_left_cancel₀`, and each substitution is a `linear_combination`.

```lean
/-- A monic cubic with three distinct roots is the product of its linear factors. -/
theorem cubic_factor {s t r a b c : ℝ} (hab : a < b) (hbc : b < c)
    (ha : a ^ 3 - s * a ^ 2 + t * a - r = 0) (hb : b ^ 3 - s * b ^ 2 + t * b - r = 0)
    (hc : c ^ 3 - s * c ^ 2 + t * c - r = 0) (x : ℝ) :
    x ^ 3 - s * x ^ 2 + t * x - r = (x - a) * (x - b) * (x - c) := by
  have k1 : a ^ 2 + a * b + b ^ 2 - s * (a + b) + t = 0 :=
    mul_left_cancel₀ (sub_ne_zero.2 hab.ne) (by linear_combination ha - hb)
  have k2 : a ^ 2 + a * c + c ^ 2 - s * (a + c) + t = 0 :=
    mul_left_cancel₀ (sub_ne_zero.2 (hab.trans hbc).ne) (by linear_combination ha - hc)
  have h1 : s = a + b + c :=
    mul_left_cancel₀ (sub_ne_zero.2 hbc.ne) (by linear_combination k2 - k1)
  have h2 : t = a * b + a * c + b * c := by linear_combination k1 + (a + b) * h1
  have h3 : r = a * b * c := by linear_combination -ha - a ^ 2 * h1 + a * h2
  rw [h1, h2, h3]
  ring
```

## Locating the roots between $E_0$ and $E_2$

Now let $b\neq0$. A bound called `S` in the code, $S=\sum_J|E_J|+|b|+1$ (unrelated to the spin), lies more than $|b|$ above every level, and $-S$ lies more than $|b|$ below every level, so $p(-S)<0<p(S)$. At the levels $J=0$ and $J=2$ the triple product vanishes, leaving
$$p(E_0)=-\tfrac23b^2(E_0-E_2),\qquad p(E_2)=\tfrac13b^2(E_0-E_2).$$
If $E_0\ne E_2$, then $p$ is positive at the smaller of the two and negative at the larger, whichever way they are ordered. The signs at $-S$, $\min(E_0,E_2)$, $\max(E_0,E_2)$, $S$ are $-,+,-,+$, and continuity gives a root in each of the three open intervals. The auxiliary statement `three` does this, with `intermediate_value_Ioo` for the rising intervals and `intermediate_value_Ioo'` for the falling one, and it is used for both strict orderings.

If $E_0=E_2$, then $w=u$ and $p=(x-E_0)\,g(x)$ with $g(x)=(x-E_0)(x-E_1)-b^2$. Here $g(E_0)=-b^2<0$, while $g(\pm S)>0$ because both factors exceed $|b|$ in size and share their sign. So $g$ has one root below and one above $E_0$, and $E_0$ itself is the middle root. This case is why the middle root is bounded with $\le$.

```lean
/-- In a nonzero field the secular cubic has a root below both `E 0` and `E 2`, one between
them, and one above both. -/
theorem secular_roots (E : Fin 3 → ℝ) {b : ℝ} (hb : b ≠ 0) :
    ∃ l₁ l₂ l₃, l₁ < min (E 0) (E 2) ∧ min (E 0) (E 2) ≤ l₂ ∧ l₂ ≤ max (E 0) (E 2) ∧
      max (E 0) (E 2) < l₃ ∧
      secular E b l₁ = 0 ∧ secular E b l₂ = 0 ∧ secular E b l₃ = 0 := by
  have hb2 : 0 < b ^ 2 := by positivity
  have h0 := abs_nonneg b
  obtain ⟨S, hS⟩ : ∃ S, ∀ J, |E J| + |b| < S := by
    refine ⟨∑ J, |E J| + |b| + 1, fun J => ?_⟩
    have := Finset.single_le_sum (f := fun K => |E K|) (fun K _ => abs_nonneg (E K))
      (Finset.mem_univ J)
    linarith
  have hR : ∀ J, |b| < S - E J := fun J => by linarith [hS J, le_abs_self (E J)]
  have hL : ∀ J, |b| < E J - -S := fun J => by linarith [hS J, neg_abs_le (E J)]
  have pR := (secular_sign E b S).1 hR
  have pL := (secular_sign E b (-S)).2 hL
  have hc : Continuous (secular E b) := by
    unfold secular
    fun_prop
  -- sign pattern -, +, -, + at -S, p, q, S gives three roots
  have three : ∀ p q, p < q → -S ≤ p → q ≤ S → 0 < secular E b p → secular E b q < 0 →
      ∃ l₁ l₂ l₃, l₁ < p ∧ p ≤ l₂ ∧ l₂ ≤ q ∧ q < l₃ ∧
        secular E b l₁ = 0 ∧ secular E b l₂ = 0 ∧ secular E b l₃ = 0 := by
    intro p q hpq hp hq sp sq
    obtain ⟨l₁, m1, r1⟩ := intermediate_value_Ioo hp hc.continuousOn ⟨pL, sp⟩
    obtain ⟨l₂, m2, r2⟩ := intermediate_value_Ioo' hpq.le hc.continuousOn ⟨sq, sp⟩
    obtain ⟨l₃, m3, r3⟩ := intermediate_value_Ioo hq hc.continuousOn ⟨sq, pR⟩
    exact ⟨l₁, l₂, l₃, m1.2, m2.1.le, m2.2.le, m3.1, r1, r2, r3⟩
  rcases lt_trichotomy (E 0) (E 2) with h | h | h
  · rw [min_eq_left h.le, max_eq_right h.le]
    have := mul_pos hb2 (sub_pos.2 h)
    refine three _ _ h (by linarith [hL 0]) (by linarith [hR 2]) ?_ ?_ <;>
      unfold secular <;> nlinarith [this]
  · -- for E 0 = E 2 the cubic is (x - E 0) * g x with g (E 0) = -b² < 0
    have hg : Continuous fun x : ℝ => (x - E 0) * (x - E 1) - b ^ 2 := by fun_prop
    have gR := mul_lt_mul'' (hR 0) (hR 1) h0 h0
    have gL := mul_lt_mul'' (hL 0) (hL 1) h0 h0
    rw [abs_mul_abs_self] at gR gL
    have a1 : -S ≤ E 0 := by linarith [hL 0]
    have a2 : E 0 ≤ S := by linarith [hR 0]
    have b0 : (E 0 - E 0) * (E 0 - E 1) - b ^ 2 < 0 := by nlinarith
    have b1 : 0 < (-S - E 0) * (-S - E 1) - b ^ 2 := by nlinarith
    have b2 : 0 < (S - E 0) * (S - E 1) - b ^ 2 := by nlinarith
    obtain ⟨l₁, m1, r1⟩ := intermediate_value_Ioo' a1 hg.continuousOn ⟨b0, b1⟩
    obtain ⟨l₃, m3, r3⟩ := intermediate_value_Ioo a2 hg.continuousOn ⟨b0, b2⟩
    have r1' : (l₁ - E 0) * (l₁ - E 1) - b ^ 2 = 0 := r1
    have r3' : (l₃ - E 0) * (l₃ - E 1) - b ^ 2 = 0 := r3
    rw [← h, min_self, max_self]
    refine ⟨l₁, E 0, l₃, m1.2, le_rfl, le_rfl, m3.1, ?_, ?_, ?_⟩ <;>
      unfold secular <;> rw [← h]
    · linear_combination (l₁ - E 0) * r1'
    · ring
    · linear_combination (l₃ - E 0) * r3'
  · rw [min_eq_right h.le, max_eq_left h.le]
    have := mul_pos hb2 (sub_pos.2 h)
    refine three _ _ h (by linarith [hL 2]) (by linarith [hR 0]) ?_ ?_ <;>
      unfold secular <;> nlinarith [this]
```

## Simple spectrum

The theorem `no_crossing` reads as follows. For any real $E_0,E_1,E_2$ and any $b\neq0$ there are real $l_1<l_2<l_3$ with
$$l_1<\min(E_0,E_2)\le l_2\le\max(E_0,E_2)<l_3,$$
such that $\det(x-H)=(x-l_1)(x-l_2)(x-l_3)$ for every real $x$, and a real $x$ admits a nonzero real vector with $Hv=xv$ exactly when it is one of the $l_i$. Simplicity is expressed by the factorisation into distinct linear factors.

The strict order follows from the chain of bounds. Expanding $p$ (`hp`) puts it in the form of `cubic_factor` with $s=E_0+E_1+E_2$, $t=E_0E_1+E_0E_2+E_1E_2-b^2$ and $r=E_0E_1E_2-b^2(2E_2+E_0)/3$, which gives the factorisation `hd`. The equation $Hv=xv$ is rewritten as $(x-H)v=0$ in `hv`; a nonzero solution exists exactly when the determinant vanishes, by `Matrix.exists_mulVec_eq_zero_iff`, and a product vanishes exactly when one factor does.

The statement concerns one value of $b$ at a time and one block. It says nothing about levels of different $m$, which can cross each other, and it does not treat the continuity of the $l_i$ in $b$ that is used when a sorted level is followed to zero field. At $b=0$ the roots are the $E_J$ themselves, which coincide whenever two levels are chosen equal.

```lean
/-- In a nonzero field `det (x - H)` has three distinct simple roots, which are exactly the
eigenvalues of `H`: one below both `E 0` and `E 2`, one between them, one above both. -/
theorem no_crossing (E : Fin 3 → ℝ) {b : ℝ} (hb : b ≠ 0) :
    ∃ l₁ l₂ l₃, l₁ < l₂ ∧ l₂ < l₃ ∧
      l₁ < min (E 0) (E 2) ∧ min (E 0) (E 2) ≤ l₂ ∧ l₂ ≤ max (E 0) (E 2) ∧
      max (E 0) (E 2) < l₃ ∧
      (∀ x : ℝ, (x • (1 : Matrix (Fin 3) (Fin 3) ℝ) - hamiltonian E b).det =
        (x - l₁) * (x - l₂) * (x - l₃)) ∧
      ∀ x : ℝ, (∃ v ≠ 0, hamiltonian E b *ᵥ v = x • v) ↔ x = l₁ ∨ x = l₂ ∨ x = l₃ := by
  obtain ⟨l₁, l₂, l₃, h1, h2, h3, h4, r1, r2, r3⟩ := secular_roots E hb
  have hp : ∀ x, secular E b x = x ^ 3 - (E 0 + E 1 + E 2) * x ^ 2 +
      (E 0 * E 1 + E 0 * E 2 + E 1 * E 2 - b ^ 2) * x -
      (E 0 * E 1 * E 2 - b ^ 2 * (2 * E 2 + E 0) / 3) := fun x => by unfold secular; ring
  rw [hp] at r1 r2 r3
  have hd : ∀ x : ℝ, (x • (1 : Matrix (Fin 3) (Fin 3) ℝ) - hamiltonian E b).det =
      (x - l₁) * (x - l₂) * (x - l₃) := fun x => by
    rw [det_eq_secular, hp]
    exact cubic_factor (h1.trans_le h2) (h3.trans_lt h4) r1 r2 r3 x
  refine ⟨l₁, l₂, l₃, h1.trans_le h2, h3.trans_lt h4, h1, h2, h3, h4, hd, fun x => ?_⟩
  have hv : ∀ v, hamiltonian E b *ᵥ v = x • v ↔
      (x • (1 : Matrix (Fin 3) (Fin 3) ℝ) - hamiltonian E b) *ᵥ v = 0 := by
    intro v
    have e : (x • (1 : Matrix (Fin 3) (Fin 3) ℝ)) *ᵥ v = x • v := by
      rw [smul_mulVec, one_mulVec]
    rw [sub_mulVec, e, sub_eq_zero, eq_comm]
  -- an eigenvector exists exactly when the determinant vanishes
  simp only [hv]
  rw [Matrix.exists_mulVec_eq_zero_iff, hd]
  simp only [mul_eq_zero, sub_eq_zero, or_assoc]

end

end TripletPZeeman
```

```lean
#print axioms TripletPZeeman.jsq_coupled
-- 'TripletPZeeman.jsq_coupled' depends on axioms: [propext, Classical.choice, Quot.sound]
#print axioms TripletPZeeman.sum_proj
-- 'TripletPZeeman.sum_proj' depends on axioms: [propext, Classical.choice, Quot.sound]
#print axioms TripletPZeeman.zero_field
-- 'TripletPZeeman.zero_field' depends on axioms: [propext, Classical.choice, Quot.sound]
#print axioms TripletPZeeman.no_crossing
-- 'TripletPZeeman.no_crossing' depends on axioms: [propext, Classical.choice, Quot.sound]
```

## Vanishing fine structure, and one set of numbers

The cases below, like the coupled-basis determinant and the remark on $g$-factors above, are ordinary algebra set beside the theorems and do not appear in the Lean file.

If all three levels equal a common $E$, then $u=v=w$ and $p=(x-E)\bigl[(x-E)^2-b^2\bigr]$. The roots are $E-|b|$, $E$, $E+|b|$, and since $\sum_JP_J=1$ the Hamiltonian is $E+bZ$, whose eigenvectors are the product states. This is the uncoupled pattern of a field much stronger than the fine structure. The threefold degeneracy at $b=0$ is lifted completely, and $l_2=E$ meets both of its bounds.

For an instance in arbitrary units take $E_0=3$, $E_1=1$, $E_2=0$, $b=2$. Then $A=\tfrac32$, $C=\tfrac12$, $D=-1$, $M=1$, and
$$H=\begin{pmatrix}-\tfrac12&-1&\tfrac12\\-1&1&-1\\ \tfrac12&-1&\tfrac72\end{pmatrix},$$
$$p(x)=x(x-1)(x-3)-4(x-1)=(x-1)(x+1)(x-4).$$
The test values are $p(E_2)=p(0)=4$ and $p(E_0)=p(3)=-8$, as the formulas $\tfrac13\cdot4\cdot3$ and $-\tfrac23\cdot4\cdot3$ require. The roots satisfy $-1<0\le1\le3<4$, and their sum $4$ is the trace of $H$. The normalised eigenvectors for $-1$, $1$, $4$ are $(2,1,0)/\sqrt5$, $(1,-2,-1)/\sqrt6$ and $(1,-2,5)/\sqrt{30}$; for example $H(2,1,0)^{\mathsf T}=(-2,-1,0)^{\mathsf T}$.
